# Sigma ranks of s+d bonding: 3 for the octahedron, 5 for regular trigonal prisms, 6 for the icosahedral axes

When you set up the sigma block of a ligand-field calculation with only s and d orbitals on the metal, it is useful to know how many independent combinations of ligand orbitals the metal can couple to. For equivalent ligands that couple to both s and d, this number is the rank computed below. The model is a one-electron, sigma-only one: it has no metal p orbitals and gives no energies.

```lean
import Mathlib

open Matrix

namespace SigmaSDBonding

noncomputable section
```

Mathlib supplies the linear algebra. Below, `⬝ᵥ` is the scalar product, `*ᵥ` is matrix times vector, and the indices 0, 1, 2 stand for $x, y, z$.

```lean
/-- The symmetric matrix `n nᵀ` attached to a ligand direction `n`. -/
def dyad (n : Fin 3 → ℝ) : Matrix (Fin 3) (Fin 3) ℝ := vecMulVec n n
```

On unit vectors $n$, an s+d angular function is a quadratic form $n^TAn$ with $A$ a symmetric $3\times3$ matrix: the trace of $A$ carries s, the traceless part d. A ligand direction $n$ enters through its dyad $nn^T$.

```lean
/-- The sigma rank of a set of ligands: the dimension of the span of their dyads. -/
def sigmaRank {ι : Type*} (n : ι → Fin 3 → ℝ) : ℕ :=
  Module.finrank ℝ (Submodule.span ℝ (Set.range fun i => dyad (n i)))
```

The sigma rank is the dimension of the real span of the dyads. `ι` is any set of ligand labels.

```lean
/-- The six octahedral directions, along the positive and negative coordinate axes. -/
def octahedron : Fin 6 → Fin 3 → ℝ :=
  ![![1, 0, 0], ![0, 1, 0], ![0, 0, 1], -![1, 0, 0], -![0, 1, 0], -![0, 0, 1]]
```

Ligands 0, 1, 2 lie on the positive axes and 3, 4, 5 opposite them.

```lean
/-- The vertices of a regular trigonal prism of radius `a` and height `2h`, upper triangle first. -/
def trigonalPrism (a h : ℝ) : Fin 6 → Fin 3 → ℝ :=
  ![![a, 0, h], ![-a / 2, √3 / 2 * a, h], ![-a / 2, -(√3 / 2 * a), h],
    ![a, 0, -h], ![-a / 2, √3 / 2 * a, -h], ![-a / 2, -(√3 / 2 * a), -h]]
```

These vertices have length $\sqrt{a^2+h^2}$. Normalising them divides every dyad by $a^2+h^2$, which leaves the span unchanged when this is non-zero.

```lean
/-- The golden ratio. -/
def golden : ℝ := (1 + √5) / 2
```

This is $\tau=(1+\sqrt5)/2$.

```lean
/-- The shorter non-zero component of the unit vector along `(0, 1, golden)`. -/
def p : ℝ := 1 / √(1 + golden ^ 2)
```

So $p=1/\sqrt{1+\tau^2}$.

```lean
/-- The longer component of a unit vector along `(0, 1, golden)`. -/
def q : ℝ := golden / √(1 + golden ^ 2)
```

Likewise $q=\tau/\sqrt{1+\tau^2}$.

```lean
/-- Unit vectors along the six fivefold axes of the icosahedron. -/
def icosahedralAxes : Fin 6 → Fin 3 → ℝ :=
  ![![0, p, q], ![0, p, -q], ![q, 0, p], ![-q, 0, p], ![p, q, 0], ![p, -q, 0]]
```

Each fivefold axis is represented by one of its two opposite unit vectors.

```lean
/-- The second Legendre polynomial. -/
def P2 (c : ℝ) : ℝ := (3 * c ^ 2 - 1) / 2
```

This is $P_2(c)=(3c^2-1)/2$.

```lean
/-- The sd⁵ hybrid pointing along a unit vector `n`, by its coefficients in the orthonormal
basis s, xy, yz, zx, x²-y², z². -/
def sd5Hybrid (n : Fin 3 → ℝ) : Fin 6 → ℝ :=
  ![√(1 / 6), √(5 / 2) * (n 0 * n 1), √(5 / 2) * (n 1 * n 2), √(5 / 2) * (n 2 * n 0),
    √(5 / 8) * (n 0 ^ 2 - n 1 ^ 2), √(5 / 24) * (2 * n 2 ^ 2 - n 0 ^ 2 - n 1 ^ 2)]
```

The hybrid is a list of six coefficients. Its s weight is $1/6$ and, for unit $n$, its d weight is $5/6$. Orthonormality of the atomic orbitals is assumed, so overlaps are scalar products of coefficients.

```lean
/-- For unit vectors `n` and `m`, the overlap of their sd⁵ hybrids is `(1 + 5 P2(c)) / 6`,
where `c` is the cosine of the angle between them. -/
theorem sd5_overlap (n m : Fin 3 → ℝ) (hn : n ⬝ᵥ n = 1) (hm : m ⬝ᵥ m = 1) :
    sd5Hybrid n ⬝ᵥ sd5Hybrid m = (1 + 5 * P2 (n ⬝ᵥ m)) / 6 := by
  have h1 : √(1 / 6 : ℝ) ^ 2 = 1 / 6 := Real.sq_sqrt (by norm_num)
  have h2 : √(5 / 2 : ℝ) ^ 2 = 5 / 2 := Real.sq_sqrt (by norm_num)
  have h3 : √(5 / 8 : ℝ) ^ 2 = 5 / 8 := Real.sq_sqrt (by norm_num)
  have h4 : √(5 / 24 : ℝ) ^ 2 = 5 / 24 := Real.sq_sqrt (by norm_num)
  simp only [dotProduct, Fin.sum_univ_three] at hn hm
  simp only [sd5Hybrid, P2, dotProduct, Fin.sum_univ_three, Fin.sum_univ_six, Matrix.cons_val]
  linear_combination h1
    + (n 0 * n 1 * (m 0 * m 1) + n 1 * n 2 * (m 1 * m 2) + n 2 * n 0 * (m 2 * m 0)) * h2
    + (n 0 ^ 2 - n 1 ^ 2) * (m 0 ^ 2 - m 1 ^ 2) * h3
    + (2 * n 2 ^ 2 - n 0 ^ 2 - n 1 ^ 2) * (2 * m 2 ^ 2 - m 0 ^ 2 - m 1 ^ 2) * h4
    - 5 / 12 * (m 0 * m 0 + m 1 * m 1 + m 2 * m 2) * hn - 5 / 12 * hm
```

Let $c=n\cdot m$. The s term gives $1/6$. The $xy,yz,zx$ terms give $\frac52\sum_{i<j}n_in_jm_im_j$, and the last two give $\frac54\sum_i n_i^2m_i^2-\frac5{12}|n|^2|m|^2$. Since $c^2=\sum_i n_i^2m_i^2+2\sum_{i<j}n_in_jm_im_j$, the total for unit vectors is
$$\frac16+\frac54c^2-\frac5{12}=\frac{5c^2-1}{4}=\frac{1+5P_2(c)}6.$$
In Lean, `h1` to `h4` square the roots, and `linear_combination` checks the identity from the listed multiples of the hypotheses.

```lean
/-- The sd⁵ hybrids along two unit vectors are orthogonal exactly when the squared cosine of
the angle between the vectors is `1/5`. -/
theorem sd5_orthogonal_iff (n m : Fin 3 → ℝ) (hn : n ⬝ᵥ n = 1) (hm : m ⬝ᵥ m = 1) :
    sd5Hybrid n ⬝ᵥ sd5Hybrid m = 0 ↔ (n ⬝ᵥ m) ^ 2 = 1 / 5 := by
  rw [sd5_overlap n m hn hm, P2]
  constructor <;> intro h <;> linarith
```

The overlap $(5c^2-1)/4$ vanishes exactly when $c^2=1/5$, that is, at about $63.4^\circ$ or $116.6^\circ$.

```lean
/-- If the sd⁵ hybrids along finitely many unit vectors are mutually orthogonal, the sigma rank
equals the number of vectors. -/
theorem sigmaRank_of_orthogonal {ι : Type*} [Fintype ι] (n : ι → Fin 3 → ℝ)
    (hu : ∀ i, n i ⬝ᵥ n i = 1)
    (ho : ∀ i j, i ≠ j → sd5Hybrid (n i) ⬝ᵥ sd5Hybrid (n j) = 0) :
    sigmaRank n = Fintype.card ι := by
  classical
  apply finrank_span_eq_card
  rw [Fintype.linearIndependent_iff]
  intro g hg
  have e (x y : Fin 3) : ∑ i, g i * (n i x * n i y) = 0 := by
    have h := congrFun (congrFun hg x) y
    simpa [Matrix.sum_apply, dyad, vecMulVec_apply] using h
  -- contract the linear relation with the direction `n j` on both sides
  have hq (j : ι) : ∑ i, g i * (n i ⬝ᵥ n j) ^ 2 = 0 := by
    calc ∑ i, g i * (n i ⬝ᵥ n j) ^ 2
        = ∑ i, (n j 0 ^ 2 * (g i * (n i 0 * n i 0)) + n j 1 ^ 2 * (g i * (n i 1 * n i 1))
          + n j 2 ^ 2 * (g i * (n i 2 * n i 2)) + 2 * n j 0 * n j 1 * (g i * (n i 0 * n i 1))
          + 2 * n j 0 * n j 2 * (g i * (n i 0 * n i 2))
          + 2 * n j 1 * n j 2 * (g i * (n i 1 * n i 2))) := by
          refine Finset.sum_congr rfl fun i _ => ?_
          simp only [dotProduct, Fin.sum_univ_three]
          ring
      _ = 0 := by simp only [Finset.sum_add_distrib, ← Finset.mul_sum, e, mul_zero, add_zero]
  have hj (j : ι) : 1 / 5 * ∑ i, g i + 4 / 5 * g j = 0 := by
    rw [← hq j]
    have h : ∀ i, g i * (n i ⬝ᵥ n j) ^ 2 = 1 / 5 * g i + if i = j then 4 / 5 * g j else 0 := by
      intro i
      by_cases hij : i = j
      · subst hij
        rw [hu, if_pos rfl]
        ring
      · rw [(sd5_orthogonal_iff _ _ (hu i) (hu j)).1 (ho i j hij), if_neg hij]
        ring
    simp only [h, Finset.sum_add_distrib, ← Finset.mul_sum, Finset.sum_ite_eq',
      Finset.mem_univ, if_true]
  -- summing over `j` shows that the coefficients add up to zero
  have hS : (4 + (Fintype.card ι : ℝ)) * ∑ i, g i = 0 := by
    have h := Finset.sum_congr (rfl : (Finset.univ : Finset ι) = Finset.univ) fun j _ => hj j
    simp only [Finset.sum_add_distrib, ← Finset.mul_sum, Finset.sum_const, Finset.card_univ,
      nsmul_eq_mul, mul_zero] at h
    linear_combination 5 * h
  have h0 := (mul_eq_zero.1 hS).resolve_left (by positivity)
  intro j
  have := hj j
  rw [h0] at this
  linarith
```

Take $N$ unit vectors with mutually orthogonal hybrids and suppose $\sum_i g_i\,n_in_i^T=0$. Contracting with $n_j$ on both sides gives $\sum_i g_i(n_i\cdot n_j)^2=0$ (`hq`). The squared cosine is 1 for $i=j$ and $1/5$ otherwise, so with $S=\sum_i g_i$
$$\tfrac15S+\tfrac45g_j=0$$
(`hj`). Summing over $j$ gives $(N+4)S=0$ (`hS`), hence $S=0$ and every $g_j=0$. The dyads are independent and the rank is $N$. In the smallest case, $N=0$, the rank is 0.

```lean
/-- If the dyads of some of the ligands are independent and span those of all ligands, their
number is the sigma rank. -/
theorem sigmaRank_of_subfamily {ι κ : Type*} [Fintype κ] (n : ι → Fin 3 → ℝ) (f : κ → ι)
    (hli : LinearIndependent ℝ fun k => dyad (n (f k)))
    (hsp : ∀ i, dyad (n i) ∈ Submodule.span ℝ (Set.range fun k => dyad (n (f k)))) :
    sigmaRank n = Fintype.card κ := by
  have h : Submodule.span ℝ (Set.range fun i => dyad (n i)) =
      Submodule.span ℝ (Set.range fun k => dyad (n (f k))) :=
    le_antisymm (Submodule.span_le.2 (by rintro _ ⟨i, rfl⟩; exact hsp i))
      (Submodule.span_mono (by rintro _ ⟨k, rfl⟩; exact ⟨f k, rfl⟩))
  rw [sigmaRank, h]
  exact finrank_span_eq_card hli
```

If the dyads of a subfamily, selected by `f`, are independent and span all the others, both families have the same span, and counting the subfamily gives the rank.

```lean
/-- Ligands in opposite directions have the same dyad. -/
theorem dyad_neg (n : Fin 3 → ℝ) : dyad (-n) = dyad n := by
  ext x y
  simp [dyad, vecMulVec_apply]
```

The two signs cancel: $(-n)(-n)^T=nn^T$.

```lean
/-- In a trigonal prism the dyads of the upper and of the lower triangle have the same sum. -/
theorem prism_relation (a h : ℝ) :
    dyad (trigonalPrism a h 0) + dyad (trigonalPrism a h 1) + dyad (trigonalPrism a h 2) =
    dyad (trigonalPrism a h 3) + dyad (trigonalPrism a h 4) + dyad (trigonalPrism a h 5) := by
  ext x y
  fin_cases x <;> fin_cases y <;> simp [dyad, trigonalPrism] <;> ring
```

Both triangles sum to $\mathrm{diag}(\frac32a^2,\frac32a^2,3h^2)$, because the off-diagonal terms cancel within each triangle. `fin_cases` runs through the nine entries.

```lean
/-- The components of the icosahedral axes satisfy `p² + q² = 1` and `p² q² = 1/5`. -/
theorem axis_relations : p ^ 2 + q ^ 2 = 1 ∧ p ^ 2 * q ^ 2 = 1 / 5 := by
  have h5 : √(5 : ℝ) ^ 2 = 5 := Real.sq_sqrt (by norm_num)
  have hg : golden ^ 2 = golden + 1 := by
    unfold golden
    linear_combination 1 / 4 * h5
  have hs : √(1 + golden ^ 2) ^ 2 = 1 + golden ^ 2 := Real.sq_sqrt (by positivity)
  have h0 : 1 + golden ^ 2 ≠ 0 := by positivity
  rw [p, q, div_pow, div_pow, hs]
  constructor
  · rw [← add_div, one_pow, div_self h0]
  · rw [div_mul_div_comm, div_eq_div_iff (mul_ne_zero h0 h0) (by norm_num)]
    linear_combination -(golden ^ 2 + golden - 1) * hg
```

Adding the squares gives $p^2+q^2=1$. From $\tau^2=\tau+1$ we get $(1+\tau^2)^2=(\tau+2)^2=5\tau+5=5\tau^2$, so $p^2q^2=\tau^2/(1+\tau^2)^2=1/5$.

```lean
/-- The six icosahedral axes are unit vectors, and their sd⁵ hybrids are mutually orthogonal. -/
theorem icosahedral_hybrids : (∀ i, icosahedralAxes i ⬝ᵥ icosahedralAxes i = 1) ∧
    ∀ i j, i ≠ j → sd5Hybrid (icosahedralAxes i) ⬝ᵥ sd5Hybrid (icosahedralAxes j) = 0 := by
  obtain ⟨hs, ht⟩ := axis_relations
  have hu : ∀ i, icosahedralAxes i ⬝ᵥ icosahedralAxes i = 1 := by
    intro i
    fin_cases i <;> simp [icosahedralAxes, dotProduct, Fin.sum_univ_three] <;>
      linear_combination hs
  refine ⟨hu, fun i j hij => (sd5_orthogonal_iff _ _ (hu i) (hu j)).2 ?_⟩
  -- the cosine is `±p q` or `±(p² - q²)`
  fin_cases i <;> fin_cases j <;> first
    | exact absurd rfl hij
    | (simp [icosahedralAxes, dotProduct, Fin.sum_univ_three]
       first
         | linear_combination ht
         | linear_combination (p ^ 2 + q ^ 2 + 1) * hs - 4 * ht)
```

Each axis has squared length $p^2+q^2=1$. The cosine between different axes is $\pm pq$ or $\pm(p^2-q^2)$. Both square to $1/5$, the second because $(p^2-q^2)^2=1-4p^2q^2$. The six hybrids are therefore orthogonal.

```lean
/-- The sigma rank is 3 for the octahedron, 5 for every regular trigonal prism of non-zero
radius and height, and 6 for the six icosahedral axes. -/
theorem sigma_ranks : sigmaRank octahedron = 3 ∧
    (∀ a h : ℝ, a ≠ 0 → h ≠ 0 → sigmaRank (trigonalPrism a h) = 5) ∧
    sigmaRank icosahedralAxes = 6 := by
  refine ⟨?_, fun a h ha hh => ?_, ?_⟩
  · refine (sigmaRank_of_subfamily octahedron (![0, 1, 2] : Fin 3 → Fin 6) ?_ ?_).trans (by simp)
    · rw [Fintype.linearIndependent_iff]
      intro g hg
      rw [Fin.sum_univ_three] at hg
      have e0 : g 0 * (1 * 1) + g 1 * (0 * 0) + g 2 * (0 * 0) = 0 := congrFun (congrFun hg 0) 0
      have e1 : g 0 * (0 * 0) + g 1 * (1 * 1) + g 2 * (0 * 0) = 0 := congrFun (congrFun hg 1) 1
      have e2 : g 0 * (0 * 0) + g 1 * (0 * 0) + g 2 * (1 * 1) = 0 := congrFun (congrFun hg 2) 2
      exact fun
        | 0 => by linarith
        | 1 => by linarith
        | 2 => by linarith
    · intro i
      apply Submodule.subset_span
      fin_cases i
      exacts [⟨0, rfl⟩, ⟨1, rfl⟩, ⟨2, rfl⟩, ⟨0, (dyad_neg _).symm⟩, ⟨1, (dyad_neg _).symm⟩,
        ⟨2, (dyad_neg _).symm⟩]
  · refine (sigmaRank_of_subfamily (trigonalPrism a h) (Fin.castSucc : Fin 5 → Fin 6)
      ?_ ?_).trans (by simp)
    · rw [Fintype.linearIndependent_iff]
      intro g hg
      rw [Fin.sum_univ_five] at hg
      have h3 : √(3 : ℝ) ≠ 0 := by positivity
      -- five matrix entries give five linear equations
      have zz : g 0 * (h * h) + g 1 * (h * h) + g 2 * (h * h) + g 3 * (-h * -h)
          + g 4 * (-h * -h) = 0 := congrFun (congrFun hg 2) 2
      have xx : g 0 * (a * a) + g 1 * (-a / 2 * (-a / 2)) + g 2 * (-a / 2 * (-a / 2))
          + g 3 * (a * a) + g 4 * (-a / 2 * (-a / 2)) = 0 := congrFun (congrFun hg 0) 0
      have xy : g 0 * (a * 0) + g 1 * (-a / 2 * (√3 / 2 * a)) + g 2 * (-a / 2 * -(√3 / 2 * a))
          + g 3 * (a * 0) + g 4 * (-a / 2 * (√3 / 2 * a)) = 0 := congrFun (congrFun hg 0) 1
      have xz : g 0 * (a * h) + g 1 * (-a / 2 * h) + g 2 * (-a / 2 * h)
          + g 3 * (a * -h) + g 4 * (-a / 2 * -h) = 0 := congrFun (congrFun hg 0) 2
      have yz : g 0 * (0 * h) + g 1 * (√3 / 2 * a * h) + g 2 * (-(√3 / 2 * a) * h)
          + g 3 * (0 * -h) + g 4 * (√3 / 2 * a * -h) = 0 := congrFun (congrFun hg 1) 2
      have e1 : g 0 + g 1 + g 2 + g 3 + g 4 = 0 :=
        mul_left_cancel₀ (mul_ne_zero hh hh) (by linear_combination zz)
      have e2 : g 0 + g 3 + (g 1 + g 2 + g 4) / 4 = 0 :=
        mul_left_cancel₀ (mul_ne_zero ha ha) (by linear_combination xx)
      have e3 : g 2 - g 1 - g 4 = 0 :=
        mul_left_cancel₀ (mul_ne_zero h3 (mul_ne_zero ha ha)) (by linear_combination 4 * xy)
      have e4 : g 0 - g 3 - (g 1 + g 2 - g 4) / 2 = 0 :=
        mul_left_cancel₀ (mul_ne_zero ha hh) (by linear_combination xz)
      have e5 : g 1 - g 2 - g 4 = 0 :=
        mul_left_cancel₀ (mul_ne_zero h3 (mul_ne_zero ha hh)) (by linear_combination 2 * yz)
      exact fun
        | 0 => by linarith
        | 1 => by linarith
        | 2 => by linarith
        | 3 => by linarith
        | 4 => by linarith
    · have hk (k : Fin 5) : dyad (trigonalPrism a h k.castSucc) ∈ Submodule.span ℝ
          (Set.range fun k : Fin 5 => dyad (trigonalPrism a h k.castSucc)) :=
        Submodule.subset_span ⟨k, rfl⟩
      intro i
      refine Fin.lastCases ?_ hk i
      have h5 : dyad (trigonalPrism a h (Fin.last 5)) = dyad (trigonalPrism a h 0)
          + dyad (trigonalPrism a h 1) + dyad (trigonalPrism a h 2)
          - dyad (trigonalPrism a h 3) - dyad (trigonalPrism a h 4) := by
        rw [prism_relation]
        change dyad (trigonalPrism a h 5) = _
        abel
      rw [h5]
      exact sub_mem (sub_mem (add_mem (add_mem (hk 0) (hk 1)) (hk 2)) (hk 3)) (hk 4)
  · exact (sigmaRank_of_orthogonal _ icosahedral_hybrids.1 icosahedral_hybrids.2).trans (by simp)
```

**Octahedron.** Opposite ligands share a dyad, leaving three independent diagonal matrices: rank 3.

**Prism.** The relation between the triangles expresses dyad 5 through dyads 0 to 4. Suppose these five satisfy a linear relation with coefficients $g_0,\dots,g_4$. Dividing its entries by non-zero factors built from $a$ and $h$ gives:

- $zz$: $g_0+g_1+g_2+g_3+g_4=0$
- $xx$: $g_0+g_3+\frac14(g_1+g_2+g_4)=0$
- $xy$: $g_2=g_1+g_4$
- $xz$: $g_0-g_3=\frac12(g_1+g_2-g_4)$
- $yz$: $g_1=g_2+g_4$

The first two give $g_0+g_3=0$ and $g_1+g_2+g_4=0$. With $xy$ this gives $g_2=0$ and $g_1=-g_4$; $yz$ then gives $g_1=g_4=0$, and $xz$ gives $g_0=g_3=0$. The rank is 5. In the flat limit $h=0$ with $a\neq0$, the triangles coincide and a short calculation gives rank 3.

**Icosahedral axes.** Six orthogonal hybrids give rank 6.

```lean
/-- Every symmetric matrix `A` is an explicit combination of the six icosahedral dyads, with
coefficients fixed by its trace and its values `n · A n` along the axes. -/
theorem icosahedral_expansion (A : Matrix (Fin 3) (Fin 3) ℝ) (hA : A.IsSymm) :
    A = ∑ i, (5 / 4 * (icosahedralAxes i ⬝ᵥ A *ᵥ icosahedralAxes i) - A.trace / 4) •
      dyad (icosahedralAxes i) := by
  obtain ⟨hs, ht⟩ := axis_relations
  have h10 : A 1 0 = A 0 1 := hA.apply 0 1
  have h20 : A 2 0 = A 0 2 := hA.apply 0 2
  have h21 : A 2 1 = A 1 2 := hA.apply 1 2
  have key (v : Fin 3 → ℝ) : v ⬝ᵥ A *ᵥ v = A 0 0 * v 0 ^ 2 + A 1 1 * v 1 ^ 2 + A 2 2 * v 2 ^ 2
      + 2 * A 0 1 * v 0 * v 1 + 2 * A 0 2 * v 0 * v 2 + 2 * A 1 2 * v 1 * v 2 := by
    simp only [dotProduct, mulVec, Fin.sum_univ_three, h10, h20, h21]
    ring
  simp only [key, Matrix.trace_fin_three, Fin.sum_univ_six]
  ext x y
  fin_cases x <;> fin_cases y <;>
    simp [dyad, icosahedralAxes, h10, h20, h21]
  · linear_combination (-A 0 0 * (5 / 2 * (p ^ 2 + q ^ 2) + 2) + (A 1 1 + A 2 2) / 2) * hs
      + (5 * A 0 0 - 5 / 2 * (A 1 1 + A 2 2)) * ht
  · linear_combination -5 * A 0 1 * ht
  · linear_combination -5 * A 0 2 * ht
  · linear_combination -5 * A 0 1 * ht
  · linear_combination (-A 1 1 * (5 / 2 * (p ^ 2 + q ^ 2) + 2) + (A 0 0 + A 2 2) / 2) * hs
      + (5 * A 1 1 - 5 / 2 * (A 0 0 + A 2 2)) * ht
  · linear_combination -5 * A 1 2 * ht
  · linear_combination -5 * A 0 2 * ht
  · linear_combination -5 * A 1 2 * ht
  · linear_combination (-A 2 2 * (5 / 2 * (p ^ 2 + q ^ 2) + 2) + (A 0 0 + A 1 1) / 2) * hs
      + (5 * A 2 2 - 5 / 2 * (A 0 0 + A 1 1)) * ht

end

end SigmaSDBonding
```

`A.IsSymm` says that $A$ is symmetric. Let $n_i$ now denote the $i$-th axis. The relations for $p$ and $q$ give $\sum_i n_in_i^T=2I$, with $I$ the unit matrix. The sum over axes of $n_x^4$ is $2(p^4+q^4)=6/5$, that of $n_x^2n_y^2$ is $2p^2q^2=2/5$, and likewise for the other components; sums with an odd power vanish. Hence
$$\sum_i(n_i\cdot An_i)\,n_in_i^T=\tfrac45A+\tfrac25(\operatorname{tr}A)\,I.$$
Multiplying by $5/4$ and subtracting $\frac14(\operatorname{tr}A)\sum_i n_in_i^T=\frac12(\operatorname{tr}A)\,I$ leaves $A$. Lean checks this entry by entry.

```lean
#print axioms SigmaSDBonding.sigma_ranks
#print axioms SigmaSDBonding.icosahedral_expansion
```

```
'SigmaSDBonding.sigma_ranks' depends on axioms: [propext, Classical.choice, Quot.sound]
'SigmaSDBonding.icosahedral_expansion' depends on axioms: [propext, Classical.choice, Quot.sound]
```
